# The spin susceptibility of finitely many fixed levels goes to zero or infinity as Fermi smearing vanishes at fixed chemical potential

To get the Knight shift of a simple metal, I compute the spin susceptibility on a k-mesh with Fermi–Dirac smearing, then reduce the smearing width and extrapolate to zero. The mesh and the chemical potential stay the same throughout. At moderate widths the value looks reasonable, but below some width it collapses towards zero. On another mesh, which happens to have a level exactly at the chemical potential, it grows without bound instead. A metal should have a finite Pauli susceptibility. Is this numerical noise, or is the extrapolation itself wrong?

## On a fixed mesh, zero and infinity are the only limits

The extrapolation is wrong. For non-interacting levels at fixed chemical potential, both behaviours you see are the exact small-width limits of a finite sum. The finite metallic value belongs to a continuum of levels, so the mesh has to become dense before the width goes to zero.

### The susceptibility as a sum of thermal weights

Let $e_k$ be finitely many level energies, $\mu$ the chemical potential, $s>0$ the smearing width and $f(x)=1/(1+e^x)$ the Fermi occupation. A field, expressed as an energy $h$, lowers one spin species and raises the other. The magnetization, counted in electrons, is

$$m(h)=\sum_k\left[f\!\left(\frac{e_k-h-\mu}{s}\right)-f\!\left(\frac{e_k+h-\mu}{s}\right)\right].$$

Since $1+e^x=2e^{x/2}\cosh(x/2)$, the slope of the occupation is

$$f'(x)=-\frac{e^x}{(1+e^x)^2}=-\frac{1}{4\cosh^2(x/2)}.$$

At $h=0$ the two arguments coincide, and their derivatives with respect to $h$ are $-1/s$ and $+1/s$. Each level therefore contributes $-2f'((e_k-\mu)/s)/s$, and the susceptibility $\chi(s)=m'(0)$ is

$$\chi(s)=\sum_k\frac{1}{2s\cosh^2\!\big((e_k-\mu)/(2s)\big)}.$$

**No level at $\mu$.** For every real $y$, $|y|\le\sinh|y|<\cosh y$. With $y=(e_k-\mu)/(2s)\neq0$ this gives $1/\cosh^2 y\le(2s)^2/(e_k-\mu)^2$, so

$$0\le\chi(s)\le\sum_k\frac{2s}{(e_k-\mu)^2}\to0.$$

**Some level at $\mu$.** That level contributes $1/(2s)$ because $\cosh0=1$, and the other terms are non-negative. Hence $\chi(s)\ge1/(2s)\to\infty$.

A nonzero finite limit is thus impossible. The divergence also has a definite rate. In $s\chi(s)=\tfrac12\sum_k1/\cosh^2((e_k-\mu)/(2s))$, each level at $\mu$ contributes $\tfrac12$ and every other term tends to zero, so $s\chi(s)$ tends to half the number of levels at $\mu$. This is a Curie law with $s$ in the role of temperature.

### A continuous band has a finite limit

Now spread the levels over an interval $a<\mu<b$ with one level per unit energy for each spin. The function $-2f((x-\mu)/s)$ is a primitive of the one-level susceptibility, so

$$\int_a^b\frac{dx}{2s\cosh^2((x-\mu)/(2s))}=2\left[f\!\left(\frac{a-\mu}{s}\right)-f\!\left(\frac{b-\mu}{s}\right)\right]\to2.$$

The 2 is the Pauli value in these units: two spin species, each with unit density of states.

### What happens in your Knight shift run

With the orbitals held fixed, the contact part of the shift weights each level's thermal factor by its density at the nucleus. Those factors select levels within a few $s$ of $\mu$. A level $10s$ away has $1/\cosh^2 5\approx1.8\times10^{-4}$, so once $s$ is a tenth of the distance from $\mu$ to the nearest level, every level has less than a thousandth of the weight of one at $\mu$. From there on, the susceptibility only falls as $s$ is lowered, despite the prefactor $1/(2s)$.

The calculation therefore runs in a different order. At a given $s$, refine the mesh until the susceptibility per k-point settles; then lower $s$ and refine again. The values to extrapolate are the mesh-converged ones.

### Levels, field and width in Lean

The following file proves the susceptibility formula, the limits for a fixed finite set of levels and the limit for a continuous band.

```lean
import Mathlib

open Filter Topology

namespace KnightShiftSmearing

noncomputable section

/-- The Fermi occupation as a function of the reduced energy. -/
def fermi (x : ℝ) : ℝ := 1 / (1 + Real.exp x)

/-- Spin magnetization of finitely many levels `e k` in a field `h`, at chemical potential `mu`
and smearing width `s ≠ 0`: occupation of the lowered levels minus that of the raised ones. -/
def magnetization {ι : Type*} [Fintype ι] (e : ι → ℝ) (mu s h : ℝ) : ℝ :=
  ∑ k, (fermi ((e k - h - mu) / s) - fermi ((e k + h - mu) / s))

/-- Spin susceptibility: the derivative of the magnetization at zero field, for `s ≠ 0`. -/
def susceptibility {ι : Type*} [Fintype ι] (e : ι → ℝ) (mu s : ℝ) : ℝ :=
  deriv (magnetization e mu s) 0

/-- The slope of the Fermi occupation is `-1 / (4 cosh² (x / 2))`. -/
theorem hasDerivAt_fermi (x : ℝ) :
    HasDerivAt fermi (-(1 / (4 * Real.cosh (x / 2) ^ 2))) x := by
  have hp : 1 + Real.exp x ≠ 0 := by positivity
  have h : HasDerivAt (fun y : ℝ => 1 / (1 + Real.exp y))
      ((0 * (1 + Real.exp x) - 1 * Real.exp x) / (1 + Real.exp x) ^ 2) x :=
    (hasDerivAt_const x (1 : ℝ)).fun_div ((Real.hasDerivAt_exp x).const_add 1) hp
  have hx : Real.exp x = Real.exp (x / 2) ^ 2 := by
    rw [pow_two, ← Real.exp_add, add_halves]
  have hu : Real.exp (x / 2) * Real.exp (-(x / 2)) = 1 := by
    rw [← Real.exp_add, add_neg_cancel, Real.exp_zero]
  -- the half-angle identity that turns exponentials into cosh
  have hc : 4 * Real.cosh (x / 2) ^ 2 * Real.exp x = (1 + Real.exp x) ^ 2 := by
    rw [Real.cosh_eq, hx]
    linear_combination (Real.exp (x / 2) * Real.exp (-(x / 2)) + 1
      + 2 * Real.exp (x / 2) ^ 2) * hu
  have h4 : 4 * Real.cosh (x / 2) ^ 2 ≠ 0 := by
    have := Real.cosh_pos (x / 2)
    positivity
  refine HasDerivAt.congr_deriv (f := fermi) h ?_
  rw [← hc, zero_mul, zero_sub, one_mul, neg_div]
  congr 1
  rw [div_eq_div_iff (mul_ne_zero h4 (Real.exp_pos x).ne') h4]
  ring

/-- At nonzero smearing width the magnetization is differentiable at zero field, and `2 s` times
the susceptibility is the sum of `1 / cosh² ((e k - mu) / (2 s))` over the levels. -/
theorem susceptibility_formula {ι : Type*} [Fintype ι] (e : ι → ℝ) (mu : ℝ) {s : ℝ}
    (hs : s ≠ 0) : DifferentiableAt ℝ (magnetization e mu s) 0 ∧
      2 * s * susceptibility e mu s = ∑ k, 1 / Real.cosh ((e k - mu) / (2 * s)) ^ 2 := by
  have h : HasDerivAt (magnetization e mu s)
      (∑ k, 1 / Real.cosh ((e k - mu) / (2 * s)) ^ 2 / (2 * s)) 0 := by
    change HasDerivAt (fun h : ℝ =>
      ∑ k, (fermi ((e k - h - mu) / s) - fermi ((e k + h - mu) / s))) _ 0
    apply HasDerivAt.fun_sum
    intro k _
    -- the two spin species shift in opposite directions
    have h1 : HasDerivAt (fun h : ℝ => (e k - h - mu) / s) (-1 / s) 0 :=
      (((hasDerivAt_id' (0 : ℝ)).const_sub (e k)).sub_const mu).div_const s
    have h2 : HasDerivAt (fun h : ℝ => (e k + h - mu) / s) (1 / s) 0 :=
      (((hasDerivAt_id' (0 : ℝ)).const_add (e k)).sub_const mu).div_const s
    have h3 := (hasDerivAt_fermi _).comp (0 : ℝ) h1
    have h4 := (hasDerivAt_fermi _).comp (0 : ℝ) h2
    refine HasDerivAt.congr_deriv (h3.sub h4) ?_
    simp only [sub_zero, add_zero]
    have harg : (e k - mu) / s / 2 = (e k - mu) / (2 * s) := by ring
    rw [harg]
    ring
  refine ⟨h.differentiableAt, ?_⟩
  have hX : susceptibility e mu s
      = (∑ k, 1 / Real.cosh ((e k - mu) / (2 * s)) ^ 2) / (2 * s) := by
    rw [susceptibility, h.deriv, Finset.sum_div]
  rw [eq_div_iff (mul_ne_zero two_ne_zero hs)] at hX
  linear_combination hX

/-- A level at distance `d ≠ 0` from the chemical potential has thermal weight
`1 / cosh² (d / (2 s))` at most `(2 s)² / d²`, for `s ≠ 0`. -/
theorem weight_le {d s : ℝ} (hd : d ≠ 0) (hs : s ≠ 0) :
    1 / Real.cosh (d / (2 * s)) ^ 2 ≤ (2 * s) ^ 2 / d ^ 2 := by
  have habs : |d / (2 * s)| ≤ Real.cosh (d / (2 * s)) := by
    rw [← Real.cosh_abs (d / (2 * s))]
    exact (Real.self_le_sinh_iff.2 (abs_nonneg _)).trans (Real.sinh_lt_cosh _).le
  have hsq : (d / (2 * s)) ^ 2 ≤ Real.cosh (d / (2 * s)) ^ 2 := by
    rw [← sq_abs (d / (2 * s))]
    exact pow_le_pow_left₀ (abs_nonneg _) habs 2
  have hpos : 0 < (d / (2 * s)) ^ 2 := by positivity
  have := one_div_le_one_div_of_le hpos hsq
  rwa [div_pow d, one_div_div] at this

/-- If no level lies at the chemical potential, the susceptibility at width `s > 0` is at most
the sum of `2 s / (e k - mu)²`. -/
theorem susceptibility_le {ι : Type*} [Fintype ι] (e : ι → ℝ) (mu : ℝ) {s : ℝ}
    (hs : 0 < s) (he : ∀ k, e k ≠ mu) :
    susceptibility e mu s ≤ ∑ k, 2 * s / (e k - mu) ^ 2 := by
  have h2 : 0 < 2 * s := by positivity
  refine le_of_mul_le_mul_left ?_ h2
  rw [(susceptibility_formula e mu hs.ne').2, Finset.mul_sum]
  refine Finset.sum_le_sum fun k _ => ?_
  refine (weight_le (sub_ne_zero.2 (he k)) hs.ne').trans (le_of_eq ?_)
  ring

/-- On a fixed finite set of levels, as the smearing width tends to zero from above, the
susceptibility tends to zero if no level equals `mu`, and to infinity if some level does. -/
theorem zero_smearing_dichotomy {ι : Type*} [Fintype ι] (e : ι → ℝ) (mu : ℝ) :
    ((∀ k, e k ≠ mu) → Tendsto (susceptibility e mu) (𝓝[>] 0) (𝓝 0)) ∧
    ((∃ k, e k = mu) → Tendsto (susceptibility e mu) (𝓝[>] 0) atTop) := by
  constructor
  · intro he
    have hc : Continuous (fun s : ℝ => ∑ k, 2 * s / (e k - mu) ^ 2) :=
      continuous_finsetSum _ fun k _ => (continuous_const.mul continuous_id).div_const _
    have h0 := hc.tendsto 0
    simp only [mul_zero, zero_div, Finset.sum_const_zero] at h0
    refine squeeze_zero' ?_ ?_ (h0.mono_left nhdsWithin_le_nhds)
    · filter_upwards [self_mem_nhdsWithin] with s hs
      have hs' : 0 < s := hs
      have h2 : 0 < 2 * s := by positivity
      refine (mul_nonneg_iff_of_pos_left h2).1 ?_
      rw [(susceptibility_formula e mu hs'.ne').2]
      exact Finset.sum_nonneg fun k _ => by positivity
    · filter_upwards [self_mem_nhdsWithin] with s hs
      exact susceptibility_le e mu hs he
  · rintro ⟨k, hk⟩
    have ht : Tendsto (fun s : ℝ => (1 / 2) * s⁻¹) (𝓝[>] 0) atTop :=
      tendsto_inv_nhdsGT_zero.const_mul_atTop (by norm_num)
    refine tendsto_atTop_mono' _ ?_ ht
    filter_upwards [self_mem_nhdsWithin] with s hs
    have hs' : 0 < s := hs
    have h2 : 0 < 2 * s := by positivity
    -- the level at mu alone contributes 1 / (2 s)
    have h1 : 1 ≤ 2 * s * susceptibility e mu s := by
      rw [(susceptibility_formula e mu hs'.ne').2]
      have := Finset.single_le_sum
        (f := fun j => 1 / Real.cosh ((e j - mu) / (2 * s)) ^ 2)
        (fun j _ => by positivity) (Finset.mem_univ k)
      simpa [hk] using this
    rw [show (1 / 2) * s⁻¹ = 1 / (2 * s) by ring, div_le_iff₀ h2]
    linarith

/-- On a fixed finite set of levels the susceptibility has no nonzero finite limit as the
smearing width tends to zero from above. -/
theorem no_nonzero_limit {ι : Type*} [Fintype ι] (e : ι → ℝ) (mu : ℝ) {L : ℝ} (hL : L ≠ 0) :
    ¬ Tendsto (susceptibility e mu) (𝓝[>] 0) (𝓝 L) := by
  intro h
  by_cases he : ∃ k, e k = mu
  · exact not_tendsto_nhds_of_tendsto_atTop ((zero_smearing_dichotomy e mu).2 he) L h
  · exact hL (tendsto_nhds_unique h
      ((zero_smearing_dichotomy e mu).1 fun k hk => he ⟨k, hk⟩))

/-- As the width `s` tends to zero from above, `s` times the susceptibility tends to half the
number of levels at the chemical potential. -/
theorem curie_limit {ι : Type*} [Fintype ι] (e : ι → ℝ) (mu : ℝ) :
    Tendsto (fun s => s * susceptibility e mu s) (𝓝[>] 0)
      (𝓝 (((Finset.univ.filter fun k => e k = mu).card : ℝ) / 2)) := by
  have hk : ∀ k ∈ (Finset.univ : Finset ι),
      Tendsto (fun s : ℝ => 1 / Real.cosh ((e k - mu) / (2 * s)) ^ 2)
        (𝓝[>] 0) (𝓝 (if e k = mu then (1 : ℝ) else 0)) := by
    intro k _
    by_cases h : e k = mu
    · simp [h]
    · rw [if_neg h]
      have hc : Continuous (fun s : ℝ => (2 * s) ^ 2 / (e k - mu) ^ 2) :=
        ((continuous_const.mul continuous_id).pow 2).div_const _
      have h0 : Tendsto (fun s : ℝ => (2 * s) ^ 2 / (e k - mu) ^ 2) (𝓝 0) (𝓝 0) := by
        convert hc.tendsto 0 using 2
        norm_num
      refine squeeze_zero' (Eventually.of_forall fun s => by positivity) ?_
        (h0.mono_left nhdsWithin_le_nhds)
      filter_upwards [self_mem_nhdsWithin] with s hs
      exact weight_le (sub_ne_zero.2 h) (ne_of_gt hs)
  have hsum := (tendsto_finsetSum _ hk).div_const 2
  rw [Finset.sum_boole] at hsum
  refine hsum.congr' ?_
  filter_upwards [self_mem_nhdsWithin] with s hs
  rw [← (susceptibility_formula e mu (ne_of_gt hs)).2]
  ring

/-- The susceptibility of a single level, integrated over level positions in an interval with
`mu` in its interior, tends to `2` as the smearing width tends to zero from above. -/
theorem continuous_band_limit {a b mu : ℝ} (ha : a < mu) (hb : mu < b) :
    Tendsto (fun s => ∫ x in a..b, susceptibility (fun _ : Unit => x) mu s)
      (𝓝[>] 0) (𝓝 2) := by
  have hbot : Tendsto fermi atBot (𝓝 (1 / (1 + 0))) :=
    tendsto_const_nhds.div (Real.tendsto_exp_atBot.const_add 1) (by norm_num)
  have htop : Tendsto fermi atTop (𝓝 0) :=
    tendsto_const_nhds.div_atTop (tendsto_atTop_add_const_left _ 1 Real.tendsto_exp_atTop)
  have hA := hbot.comp
    (tendsto_inv_nhdsGT_zero.const_mul_atTop_of_neg (sub_neg.2 ha))
  have hB := htop.comp (tendsto_inv_nhdsGT_zero.const_mul_atTop (sub_pos.2 hb))
  have hlim := (hB.const_mul (-2)).sub (hA.const_mul (-2))
  rw [show (-2 : ℝ) * 0 - -2 * (1 / (1 + 0)) = 2 by norm_num] at hlim
  refine hlim.congr' ?_
  filter_upwards [self_mem_nhdsWithin] with s hs
  have hs0 : s ≠ 0 := ne_of_gt hs
  have hX : ∀ x : ℝ, susceptibility (fun _ : Unit => x) mu s
      = 1 / Real.cosh ((x - mu) / (2 * s)) ^ 2 / (2 * s) := by
    intro x
    have h := (susceptibility_formula (fun _ : Unit => x) mu hs0).2
    rw [Fintype.sum_unique] at h
    rw [eq_div_iff (mul_ne_zero two_ne_zero hs0)]
    linear_combination h
  -- minus twice the occupation is a primitive of the one-level susceptibility
  have hd : ∀ x : ℝ, HasDerivAt (fun y : ℝ => -2 * fermi ((y - mu) / s))
      (susceptibility (fun _ : Unit => x) mu s) x := by
    intro x
    have h1 : HasDerivAt (fun y : ℝ => (y - mu) / s) (1 / s) x :=
      ((hasDerivAt_id' x).sub_const mu).div_const s
    refine HasDerivAt.congr_deriv (((hasDerivAt_fermi _).comp x h1).const_mul (-2)) ?_
    have harg : (x - mu) / s / 2 = (x - mu) / (2 * s) := by ring
    rw [hX, harg]
    ring
  have hc : Continuous fun x : ℝ => Real.cosh ((x - mu) / (2 * s)) :=
    Real.continuous_cosh.comp ((continuous_id.sub continuous_const).div_const _)
  have hcont : Continuous fun x : ℝ => susceptibility (fun _ : Unit => x) mu s := by
    simp only [hX]
    exact (continuous_const.div (hc.pow 2)
      fun x => (pow_pos (Real.cosh_pos _) 2).ne').div_const _
  rw [intervalIntegral.integral_eq_sub_of_hasDerivAt (fun x _ => hd x)
    (hcont.intervalIntegrable a b)]
  simp only [Function.comp_apply, div_eq_mul_inv]

end

end KnightShiftSmearing
```

```lean
#print axioms KnightShiftSmearing.zero_smearing_dichotomy
#print axioms KnightShiftSmearing.no_nonzero_limit
#print axioms KnightShiftSmearing.curie_limit
#print axioms KnightShiftSmearing.continuous_band_limit
```

```
'KnightShiftSmearing.zero_smearing_dichotomy' depends on axioms: [propext, Classical.choice, Quot.sound]
'KnightShiftSmearing.no_nonzero_limit' depends on axioms: [propext, Classical.choice, Quot.sound]
'KnightShiftSmearing.curie_limit' depends on axioms: [propext, Classical.choice, Quot.sound]
'KnightShiftSmearing.continuous_band_limit' depends on axioms: [propext, Classical.choice, Quot.sound]
```

The finite type `ι` labels the levels, for instance by band and k-point, and `e : ι → ℝ` gives their energies. Degenerate levels are separate labels, and each label has weight one. Dividing by a fixed number of k-points would not change which limit occurs. `fermi` and `magnetization` are $f$ and $m(h)$, with `h` and `s` both measured as energies.

`susceptibility` is defined as a derivative at zero field, not by the cosh formula. Because Lean's `deriv` returns 0 for a non-differentiable function, `susceptibility_formula` also proves differentiability. Its identity is multiplied through by $2s$ and holds for every $s\neq0$.

`zero_smearing_dichotomy` is the main statement. `𝓝[>] 0` means that $s$ approaches zero from above, `𝓝 0` that the susceptibility tends to zero, and `atTop` that it tends to infinity. `no_nonzero_limit` excludes every real limit $L\neq0$, `curie_limit` gives the rate, and `continuous_band_limit` integrates the susceptibility of a one-level system, written `fun _ : Unit => x`, over the level position `x`.

The model keeps `mu` and the energies fixed as `s` changes. A calculation at fixed electron number readjusts $\mu$ for each width, which is a different limit. Exchange enhancement, orbital response and the contact densities are absent, and the convergence of mesh sums to the band integral is not part of the file.

### From the half-angle identity to the band integral

`hasDerivAt_fermi` applies the quotient rule. Its step `hc` is the identity $4\cosh^2(x/2)\,e^x=(1+e^x)^2$, obtained from $e^{x/2}e^{-x/2}=1$.

In `susceptibility_formula`, `HasDerivAt.fun_sum` reduces the derivative to one level. `h1` and `h2` are the opposite slopes $\mp1/s$, `h3` and `h4` apply the chain rule, and subtracting them doubles the response. The resulting derivative is then multiplied by $2s$.

`weight_le` proves $|y|\le\cosh y$ through $\sinh$, squares it and takes reciprocals. `susceptibility_le` sums this bound over the levels and cancels the positive factor $2s$.

The first half of `zero_smearing_dichotomy` squeezes the susceptibility between zero and that bound, using `squeeze_zero'`. In the second half, `Finset.single_le_sum` keeps only the level at $\mu$, and `tendsto_atTop_mono'` compares the susceptibility with $1/(2s)$. `no_nonzero_limit` splits into the same two cases: divergence contradicts a finite limit, and uniqueness of limits forces $L=0$ otherwise.

For `curie_limit`, each thermal weight tends to 1 if the level is at $\mu$ and to 0 if it is not. `Finset.sum_boole` turns the sum of these limits into a count, and the susceptibility formula supplies the factor $\tfrac12$.

`continuous_band_limit` first finds the limits of the occupation at the two ends of the interval. `hd` shows that $-2f((x-\mu)/s)$ is a primitive, `hcont` supplies the continuity needed for integrability, and `intervalIntegral.integral_eq_sub_of_hasDerivAt` evaluates the integral as the difference of the end values.
